# In a two-state model with a positive gap, the correlation energy is quadratic in the interaction strength up to a quartic error

A ground-state determinant coupled to one doubly excited determinant lowers its energy by mixing, and scaling the electron interaction by a factor a changes the amount. How closely does this lowering follow a²?

```lean
import Mathlib

open Matrix

namespace DoubleHybridWeight

/-- The Hamiltonian of a reference state at energy `0` coupled to one double excitation at
energy `D`, with the coupling `w` scaled by the interaction strength `a`. -/
def hamiltonian (D w a : ℝ) : Matrix (Fin 2) (Fin 2) ℝ :=
  !![0, a * w; a * w, D]

/-- The energy levels at interaction strength `a`: the eigenvalues of the Hamiltonian. -/
def energyLevels (D w a : ℝ) : Set ℝ :=
  {μ | ∃ v : Fin 2 → ℝ, v ≠ 0 ∧ hamiltonian D w a *ᵥ v = μ • v}

/-- A number `μ` is an energy level exactly when it solves the secular equation
`μ (μ - D) = (a w)²`. -/
theorem mem_energyLevels_iff (D w a μ : ℝ) :
    μ ∈ energyLevels D w a ↔ μ * (μ - D) = (a * w) ^ 2 := by
  constructor
  · rintro ⟨v, hv, h⟩
    have h0 : a * w * v 1 = μ * v 0 := by
      simpa [hamiltonian, Matrix.mulVec, dotProduct, Fin.sum_univ_two] using congrFun h 0
    have h1 : a * w * v 0 + D * v 1 = μ * v 1 := by
      simpa [hamiltonian, Matrix.mulVec, dotProduct, Fin.sum_univ_two] using congrFun h 1
    by_contra hne
    have hne' := sub_ne_zero.2 hne
    -- if the secular determinant is nonzero, both amplitudes vanish
    have v0 : v 0 = 0 := by
      have h2 : (μ * (μ - D) - (a * w) ^ 2) * v 0 = 0 := by
        linear_combination -(μ - D) * h0 - a * w * h1
      exact (mul_eq_zero.1 h2).resolve_left hne'
    have v1 : v 1 = 0 := by
      have h2 : (μ * (μ - D) - (a * w) ^ 2) * v 1 = 0 := by
        linear_combination -μ * h1 - a * w * h0
      exact (mul_eq_zero.1 h2).resolve_left hne'
    exact hv (funext (Fin.forall_fin_two.2 ⟨v0, v1⟩))
  · intro h
    by_cases hμ : μ = D
    · -- uncoupled case: the double excitation itself is an eigenvector
      have hk2 : (a * w) ^ 2 = 0 := by linear_combination -h + μ * hμ
      have hk : a * w = 0 := (pow_eq_zero_iff two_ne_zero).1 hk2
      refine ⟨![0, 1], fun h0 => by simpa using congrFun h0 1, ?_⟩
      refine funext (Fin.forall_fin_two.2 ⟨?_, ?_⟩) <;>
        simp [hamiltonian, Matrix.mulVec, dotProduct, Fin.sum_univ_two, hk, hμ]
    · refine ⟨![μ - D, a * w], fun h0 => ?_, ?_⟩
      · have h2 : μ - D = 0 := by simpa using congrFun h0 0
        exact hμ (sub_eq_zero.1 h2)
      · refine funext (Fin.forall_fin_two.2 ⟨?_, ?_⟩)
        · simp [hamiltonian, Matrix.mulVec, dotProduct, Fin.sum_univ_two]
          linear_combination -h
        · simp [hamiltonian, Matrix.mulVec, dotProduct, Fin.sum_univ_two]
          ring

/-- The lowest energy level is `(D - √(D² + 4 a² w²)) / 2`. -/
theorem isLeast_energyLevels (D w a : ℝ) :
    IsLeast (energyLevels D w a) ((D - √(D ^ 2 + 4 * (a * w) ^ 2)) / 2) := by
  constructor
  · rw [mem_energyLevels_iff]
    have hs := Real.sq_sqrt (show 0 ≤ D ^ 2 + 4 * (a * w) ^ 2 by positivity)
    linear_combination hs / 4
  · intro μ hμ
    rw [mem_energyLevels_iff] at hμ
    have h := (le_abs_self (D - 2 * μ)).trans
      (Real.abs_le_sqrt (show (D - 2 * μ) ^ 2 ≤ D ^ 2 + 4 * (a * w) ^ 2 by nlinarith))
    linarith

/-- The ground energy never lies above the reference energy `0`. -/
theorem ground_nonpos {D w a E : ℝ} (hE : IsLeast (energyLevels D w a) E) :
    E ≤ 0 := by
  have e := (mem_energyLevels_iff D w a E).1 hE.1
  -- the two levels add up to `D`, so the lower one is at most `D / 2`
  have h : E ≤ D - E := hE.2 ((mem_energyLevels_iff D w a (D - E)).2 (by linear_combination e))
  by_contra hpos
  have hpos' : 0 < E := not_le.1 hpos
  have h2 : 0 < E * (D - E) := mul_pos hpos' (by linarith)
  nlinarith [sq_nonneg (a * w)]

/-- For `D > 0` every energy level `E` lies above the second-order ground energy `-a² w² / D` by
exactly `E² / D`. -/
theorem second_order_remainder {D w a E : ℝ} (hD : 0 < D) (hE : E ∈ energyLevels D w a) :
    E + a ^ 2 * w ^ 2 / D = E ^ 2 / D := by
  have e := (mem_energyLevels_iff D w a E).1 hE
  rw [eq_div_iff hD.ne', add_mul, div_mul_cancel₀ _ hD.ne']
  linear_combination -e

/-- For `D > 0` the ground energy at interaction strength `a` is the second-order energy
`-a² w² / D` up to a nonnegative error of at most `a⁴ w⁴ / D³`. -/
theorem ground_energy_second_order {D w a E : ℝ} (hD : 0 < D)
    (hE : IsLeast (energyLevels D w a) E) :
    0 ≤ E + a ^ 2 * w ^ 2 / D ∧ E + a ^ 2 * w ^ 2 / D ≤ a ^ 4 * w ^ 4 / D ^ 3 := by
  have hR := second_order_remainder hD hE.1
  have hneg := ground_nonpos hE
  have hlow : 0 ≤ E + a ^ 2 * w ^ 2 / D := by rw [hR]; positivity
  refine ⟨hlow, ?_⟩
  -- the second-order energy bounds the size of `E`, which bounds the remainder
  have hsq : E ^ 2 ≤ (a ^ 2 * w ^ 2 / D) ^ 2 := by
    have hy : 0 ≤ a ^ 2 * w ^ 2 / D - E := by linarith
    nlinarith [mul_nonneg hy hlow]
  calc E + a ^ 2 * w ^ 2 / D = E ^ 2 / D := hR
    _ ≤ (a ^ 2 * w ^ 2 / D) ^ 2 / D := div_le_div_of_nonneg_right hsq hD.le
    _ = a ^ 4 * w ^ 4 / D ^ 3 := by ring

/-- For `D > 0` the error of the second-order ground energy is at least
`a⁴ w⁴ / D³ - 2 a⁶ w⁶ / D⁵`. -/
theorem quartic_error_sharp {D w a E : ℝ} (hD : 0 < D)
    (hE : IsLeast (energyLevels D w a) E) :
    a ^ 4 * w ^ 4 / D ^ 3 - 2 * (a ^ 6 * w ^ 6 / D ^ 5) ≤ E + a ^ 2 * w ^ 2 / D := by
  have hup := (ground_energy_second_order hD hE).2
  have hy : 0 ≤ a ^ 2 * w ^ 2 / D := by positivity
  have hsq : (a ^ 2 * w ^ 2 / D) ^ 2
      - 2 * (a ^ 2 * w ^ 2 / D) * (a ^ 4 * w ^ 4 / D ^ 3) ≤ E ^ 2 := by
    nlinarith [mul_nonneg hy (sub_nonneg.2 hup), sq_nonneg (E + a ^ 2 * w ^ 2 / D)]
  calc a ^ 4 * w ^ 4 / D ^ 3 - 2 * (a ^ 6 * w ^ 6 / D ^ 5)
      = ((a ^ 2 * w ^ 2 / D) ^ 2
          - 2 * (a ^ 2 * w ^ 2 / D) * (a ^ 4 * w ^ 4 / D ^ 3)) / D := by ring
    _ ≤ E ^ 2 / D := div_le_div_of_nonneg_right hsq hD.le
    _ = E + a ^ 2 * w ^ 2 / D := (second_order_remainder hD hE.1).symm

/-- For `D > 0` and `a² ≤ 1`, weighting the ground energy `E₁` at full interaction by `a²`
gives the ground energy `E` at strength `a` from above, with error at most `a² w⁴ / D³`. -/
theorem double_hybrid_weight {D w a E E₁ : ℝ} (hD : 0 < D) (ha : a ^ 2 ≤ 1)
    (hE : IsLeast (energyLevels D w a) E) (hE₁ : IsLeast (energyLevels D w 1) E₁) :
    0 ≤ a ^ 2 * E₁ - E ∧ a ^ 2 * E₁ - E ≤ a ^ 2 * (w ^ 4 / D ^ 3) := by
  constructor
  · have e := (mem_energyLevels_iff D w a E).1 hE.1
    have e₁ := (mem_energyLevels_iff D w 1 E₁).1 hE₁.1
    have e₂ : a ^ 2 * (E₁ * (E₁ - D)) = a ^ 2 * w ^ 2 := by rw [e₁]; ring
    have hneg := ground_nonpos hE
    by_contra hcon
    have hlt : 0 < E - a ^ 2 * E₁ := by linarith [not_le.1 hcon]
    -- both secular equations together contradict the reversed order
    have h1 : 0 < (E - a ^ 2 * E₁) * (D - E - a ^ 2 * E₁) :=
      mul_pos hlt (by linarith)
    have h2 : 0 ≤ a ^ 2 * E₁ ^ 2 * (1 - a ^ 2) :=
      mul_nonneg (by positivity) (by linarith)
    nlinarith
  · have hlow := (ground_energy_second_order hD hE).1
    have hup := (ground_energy_second_order hD hE₁).2
    have h := mul_le_mul_of_nonneg_left hup (sq_nonneg a)
    have h1 : a ^ 2 * (E₁ + 1 ^ 2 * w ^ 2 / D) = a ^ 2 * E₁ + a ^ 2 * w ^ 2 / D := by ring
    have h2 : a ^ 2 * (1 ^ 4 * w ^ 4 / D ^ 3) = a ^ 2 * (w ^ 4 / D ^ 3) := by ring
    rw [h1, h2] at h
    linarith

end DoubleHybridWeight
```

```lean
#print axioms DoubleHybridWeight.isLeast_energyLevels
#print axioms DoubleHybridWeight.quartic_error_sharp
#print axioms DoubleHybridWeight.double_hybrid_weight
```

```
'DoubleHybridWeight.isLeast_energyLevels' depends on axioms: [propext, Classical.choice, Quot.sound]
'DoubleHybridWeight.quartic_error_sharp' depends on axioms: [propext, Classical.choice, Quot.sound]
'DoubleHybridWeight.double_hybrid_weight' depends on axioms: [propext, Classical.choice, Quot.sound]
```

The matrix `hamiltonian D w a` has the reference determinant at energy 0, the double excitation at energy D, and the coupling aw between them. All entries are real. The set `energyLevels D w a` contains each μ for which H v = μ v has a nonzero solution v; the vector need not be normalised, since its length does not affect μ. The hypothesis `IsLeast (energyLevels D w a) E` says that E is the ground energy. With the reference at zero and D > 0, E is also the correlation energy of the model.

For D > 0, `ground_energy_second_order` states

0 ≤ E + a²w²/D ≤ a⁴w⁴/D³.

The second-order energy at strength a is −a²w²/D, which is a² times its full-interaction value −w²/D. Some one-parameter double-hybrid functionals give their second-order term this weight, with a the fraction of exact exchange; others use a different power of a. The condition D > 0 means that the double excitation lies above the reference before they are coupled.

The model keeps D and w independent of a and has no diagonal interaction terms. It also does not hold the density fixed along the path, as the adiabatic connection of density-functional theory does.

To derive the bounds, write the eigenvalue equation for v = (v₀, v₁):

aw v₁ = μ v₀
aw v₀ + D v₁ = μ v₁

Eliminating either amplitude shows that μ(μ − D) − (aw)² multiplies the other to give zero. As v is nonzero, the secular equation follows:

μ(μ − D) = (aw)².

Conversely, if μ solves it and μ ≠ D, then (μ − D, aw) is an eigenvector. If μ = D, then aw = 0 and (0, 1) is one. This is `mem_energyLevels_iff`, where `linear_combination` does the elimination.

Completing the square gives (D − 2μ)² = D² + 4a²w², so every level satisfies D − 2μ ≤ √(D² + 4a²w²). Equality holds for one solution of the secular equation, so the least level is

E = (D − √(D² + 4a²w²))/2,

as `isLeast_energyLevels` states, so a ground energy always exists.

The lemma `ground_nonpos` obtains E ≤ 0 without the root. If E is a level, so is D − E, hence E ≤ D − E. Were E positive, E(D − E) would be positive too, but the secular equation makes it −(aw)².

Dividing the secular equation for E by D and rearranging gives `second_order_remainder`:

E + a²w²/D = E²/D.

The right side is nonnegative, so −a²w²/D ≤ E ≤ 0. Hence E² ≤ a⁴w⁴/D², and division by D gives the quartic bound. The `calc` block follows these last steps.

It is easy to square −a²w²/D ≤ E without first using E ≤ 0. The upper level obeys the same remainder identity and the same lower bound, but not the quartic estimate: at aw = 0 it equals D, so its remainder is D while the estimate would be 0. This is why the theorem asks for `IsLeast` and not just membership in `energyLevels`.

Nor is D ≠ 0 enough in place of D > 0. With D = −1 and a = 0 the ground energy is −1, and E + a²w²/D = −1 violates the lower bound.

For the size of the error from below, set y = a²w²/D and r = E + y. Then E² = (y − r)² ≥ y² − 2yr, and r ≤ y²/D. Dividing by D yields `quartic_error_sharp`:

a⁴w⁴/D³ − 2a⁶w⁶/D⁵ ≤ E + a²w²/D.

For small nonzero aw the first term dominates, which leaves no room for a smaller quartic coefficient.

Finally, `double_hybrid_weight` applies the weight to the whole energy E₁ at a = 1. For D > 0 and a² ≤ 1,

0 ≤ a²E₁ − E ≤ a²w⁴/D³.

The upper bound combines E₁ ≤ −w²/D + w⁴/D³ with E ≥ −a²w²/D. It limits the error but does not give its size: at a = 1 the difference is zero. For the lower one, put x = a²E₁. The two secular equations give

x(x − D) = E(E − D) − a²E₁²(1 − a²) ≤ E(E − D).

Since t(t − D) strictly decreases for t ≤ 0, and both x and E lie there, x ≥ E. Lean argues by contradiction: if x < E, the product (E − x)(D − E − x) would be positive, whereas the equations make it at most zero.
